# With a momentum-independent self-energy, a damped linear band has Lorentzian momentum curves, but its energy curves can be asymmetric

If a photoemission energy curve is fitted with a symmetric peak although the scattering rate changes with energy, the fitted centre can miss the band energy. For a damped linear band whose self-energy depends on energy alone, the curve at fixed energy is a Lorentzian in momentum, whereas for the purely imaginary self-energy $-i(g+w^2)$, with $g>0$ and $w$ the energy measured from the Fermi level, the curve at any fixed momentum away from the Fermi crossing has no symmetry axis at all.

```lean
import Mathlib

open Real MeasureTheory

namespace PhotoemissionLineShapes

noncomputable section

/-- Spectral function of a band with linear dispersion `v k` and self-energy `S(w)`. The formula is
meaningful where `w - v k - S(w)` is nonzero; elsewhere Lean's division gives the value `0`. -/
def spectral (v : ℝ) (S : ℝ → ℂ) (k w : ℝ) : ℝ :=
  -(1 / ((w : ℂ) - v * k - S w)).im / π

/-- The momentum `(w - Re S(w)) / v` on the renormalised dispersion at energy `w`,
for nonzero velocity `v`. -/
def mdcPeak (v : ℝ) (S : ℝ → ℂ) (w : ℝ) : ℝ := (w - (S w).re) / v

/-- The self-energy `-i (g + w²)`: a constant scattering rate plus a quadratic one. -/
def fermiLiquid (g w : ℝ) : ℂ := -Complex.I * ((g + w ^ 2 : ℝ) : ℂ)

/-- The spectral function written through the real and imaginary parts of the self-energy. -/
theorem spectral_eq (v : ℝ) (S : ℝ → ℂ) (k w : ℝ) :
    spectral v S k w =
      -(S w).im / (π * ((w - v * k - (S w).re) ^ 2 + (S w).im ^ 2)) := by
  have hre : ((w : ℂ) - v * k - S w).re = w - v * k - (S w).re := by simp
  have him : ((w : ℂ) - v * k - S w).im = -(S w).im := by simp
  rw [spectral, one_div, Complex.inv_im, Complex.normSq_apply, hre, him, neg_neg,
    ← neg_div, div_div, mul_comm π]
  congr 1
  ring

/-- For nonzero velocity, the spectral function at fixed energy written as a function of the
distance from `mdcPeak`. It is a Lorentzian in momentum, up to sign, if `Im S(w)` is nonzero, and
zero otherwise. -/
theorem mdc_lorentzian {v : ℝ} (hv : v ≠ 0) (S : ℝ → ℂ) (k w : ℝ) :
    spectral v S k w =
      -(S w).im / (π * ((v * (k - mdcPeak v S w)) ^ 2 + (S w).im ^ 2)) := by
  have hc : v * mdcPeak v S w = w - (S w).re := by
    unfold mdcPeak
    exact mul_div_cancel₀ _ hv
  have h : w - v * k - (S w).re = -(v * (k - mdcPeak v S w)) := by
    linear_combination -hc
  rw [spectral_eq, h, neg_sq]

/-- For `v > 0` and `Im S(w) < 0`, the momentum distribution curve has height
`1 / (π |Im S|)` at `mdcPeak` and is strictly lower at every other momentum. -/
theorem mdc_maximum {v w : ℝ} {S : ℝ → ℂ} (hv : 0 < v) (hS : (S w).im < 0) :
    spectral v S (mdcPeak v S w) w = 1 / (π * |(S w).im|) ∧
      ∀ k, k ≠ mdcPeak v S w → spectral v S k w < spectral v S (mdcPeak v S w) w := by
  have hI : 0 < (S w).im ^ 2 := (sq_nonneg _).lt_of_ne' (pow_ne_zero 2 hS.ne)
  have hG : 0 < -(S w).im := neg_pos.mpr hS
  constructor
  · rw [mdc_lorentzian hv.ne', abs_of_neg hS, sub_self, mul_zero,
      div_eq_div_iff (by positivity) (mul_pos pi_pos hG).ne']
    ring
  · intro k hk
    have hp : 0 < (v * (k - mdcPeak v S w)) ^ 2 :=
      (sq_nonneg _).lt_of_ne' (pow_ne_zero 2 (mul_ne_zero hv.ne' (sub_ne_zero.mpr hk)))
    rw [mdc_lorentzian hv.ne' S k, mdc_lorentzian hv.ne' S (mdcPeak v S w), sub_self,
      mul_zero]
    -- away from the peak only the denominator grows
    apply div_lt_div_of_pos_left hG (by positivity)
    nlinarith [mul_pos pi_pos hp]

/-- For `v > 0` and `Im S(w) < 0`, the momenta with at least half the peak intensity form
the interval of half-width `|Im S| / v` about the peak. -/
theorem mdc_half_maximum {v w : ℝ} {S : ℝ → ℂ} (hv : 0 < v) (hS : (S w).im < 0) :
    {k | spectral v S (mdcPeak v S w) w / 2 ≤ spectral v S k w} =
      Set.Icc (mdcPeak v S w - |(S w).im| / v) (mdcPeak v S w + |(S w).im| / v) := by
  have hI : 0 < (S w).im ^ 2 := (sq_nonneg _).lt_of_ne' (pow_ne_zero 2 hS.ne)
  have hG : 0 < -(S w).im := neg_pos.mpr hS
  ext k
  simp only [Set.mem_ofPred_eq, Set.mem_Icc]
  rw [(mdc_maximum hv hS).1, mdc_lorentzian hv.ne' S k, abs_of_neg hS]
  generalize mdcPeak v S w = c
  have h1 : 1 / (π * -(S w).im) / 2 ≤ -(S w).im / (π * ((v * (k - c)) ^ 2 + (S w).im ^ 2))
      ↔ (v * (k - c)) ^ 2 ≤ (-(S w).im) ^ 2 := by
    rw [div_div, div_le_div_iff₀ (mul_pos (mul_pos pi_pos hG) two_pos) (by positivity)]
    constructor
    · intro h
      exact le_of_mul_le_mul_left (by linarith) pi_pos
    · intro h
      linarith [mul_le_mul_of_nonneg_left h pi_pos.le]
  have hd : v * (-(S w).im / v) = -(S w).im := mul_div_cancel₀ _ hv.ne'
  rw [h1, sq_le_sq, abs_of_pos hG, abs_le]
  constructor
  · rintro ⟨ha, hb⟩
    exact ⟨le_of_mul_le_mul_left (by linarith) hv, le_of_mul_le_mul_left (by linarith) hv⟩
  · rintro ⟨ha, hb⟩
    have ha' := mul_le_mul_of_nonneg_left ha hv.le
    have hb' := mul_le_mul_of_nonneg_left hb hv.le
    constructor <;> linarith

/-- For `v > 0` and `Im S(w) < 0`, the momentum-integrated intensity at energy `w`
is `1 / v`. -/
theorem mdc_integral {v w : ℝ} {S : ℝ → ℂ} (hv : 0 < v) (hS : (S w).im < 0) :
    ∫ k, spectral v S k w = 1 / v := by
  obtain ⟨G, hGdef⟩ : ∃ G, G = -(S w).im := ⟨_, rfl⟩
  have hG : 0 < G := by linarith
  have hIm : (S w).im = -G := by linarith
  have h : ∀ k, spectral v S k w =
      1 / (π * G) * (1 + (v / G * (k - mdcPeak v S w)) ^ 2)⁻¹ := by
    intro k
    rw [mdc_lorentzian hv.ne', hIm, neg_neg, neg_sq]
    generalize k - mdcPeak v S w = x
    have e : (v * x) ^ 2 + G ^ 2 = G ^ 2 * (1 + (v / G * x) ^ 2) := by
      field_simp
      ring
    have hq : 1 + (v / G * x) ^ 2 ≠ 0 := by positivity
    rw [e]
    generalize 1 + (v / G * x) ^ 2 = q at hq
    field_simp
  -- shift to the peak, then measure momentum in units of the half-width
  have e1 : ∫ k : ℝ, (1 + (v / G * (k - mdcPeak v S w)) ^ 2)⁻¹ =
      ∫ x : ℝ, (1 + (v / G * x) ^ 2)⁻¹ :=
    integral_sub_right_eq_self (fun x : ℝ => (1 + (v / G * x) ^ 2)⁻¹) (mdcPeak v S w)
  have e2 : ∫ x : ℝ, (1 + (v / G * x) ^ 2)⁻¹ =
      |(v / G)⁻¹| • ∫ y : ℝ, (1 + y ^ 2)⁻¹ :=
    Measure.integral_comp_mul_left (fun y : ℝ => (1 + y ^ 2)⁻¹) (v / G)
  simp_rw [h]
  rw [integral_const_mul, e1, e2, integral_univ_inv_one_add_sq,
    abs_of_pos (inv_pos.mpr (div_pos hv hG)), smul_eq_mul]
  field_simp

/-- Where `w = v k + Re S(w)` and `Im S(w)` is nonzero, a differentiable self-energy gives
the energy distribution curve the slope `Im S'(w) / (π (Im S(w))²)`. -/
theorem edc_slope {v k w : ℝ} {S : ℝ → ℂ} {S' : ℂ} (hd : HasDerivAt S S' w)
    (hw : w - v * k - (S w).re = 0) (hS : (S w).im ≠ 0) :
    HasDerivAt (fun x => spectral v S k x) (S'.im / (π * (S w).im ^ 2)) w := by
  have hr : HasDerivAt (fun x => (S x).re) S'.re w :=
    Complex.reCLM.hasFDerivAt.comp_hasDerivAt w hd
  have hi : HasDerivAt (fun x => (S x).im) S'.im w :=
    Complex.imCLM.hasFDerivAt.comp_hasDerivAt w hd
  have hD := (((hasDerivAt_id' w).sub_const (v * k)).fun_sub hr).fun_pow 2
  have hden := (hD.fun_add (hi.fun_pow 2)).const_mul π
  have hne : π * ((w - v * k - (S w).re) ^ 2 + (S w).im ^ 2) ≠ 0 := by
    rw [hw]
    positivity
  have hq := hi.fun_neg.fun_div hden hne
  simp_rw [spectral_eq]
  refine hq.congr_deriv ?_
  -- on the dispersion the detuning vanishes, leaving only the change of the width
  rw [hw]
  field_simp
  ring

/-- For `S = -i (g + w²)` with `g > 0`, `v > 0` and `k ≠ 0`, the energy distribution curve
has the stated nonzero slope at `w = v k`. -/
theorem edc_slope_fermiLiquid {g v k : ℝ} (hg : 0 < g) (hv : 0 < v) (hk : k ≠ 0) :
    HasDerivAt (fun w => spectral v (fermiLiquid g) k w)
      (-(2 * (v * k)) / (π * (g + (v * k) ^ 2) ^ 2)) (v * k) ∧
    -(2 * (v * k)) / (π * (g + (v * k) ^ 2) ^ 2) ≠ 0 := by
  have hre : (fermiLiquid g (v * k)).re = 0 := by
    simp only [fermiLiquid, neg_mul, Complex.neg_re, Complex.I_mul_re, Complex.ofReal_im,
      neg_zero]
  have him : (fermiLiquid g (v * k)).im = -(g + (v * k) ^ 2) := by
    simp only [fermiLiquid, neg_mul, Complex.neg_im, Complex.I_mul_im, Complex.ofReal_re]
  have hpos : 0 < g + (v * k) ^ 2 := by positivity
  constructor
  · have h0 : HasDerivAt (fun x : ℝ => g + x ^ 2) (2 * (v * k)) (v * k) := by
      simpa using (hasDerivAt_pow 2 (v * k)).const_add g
    have h1 : HasDerivAt (fermiLiquid g) (-Complex.I * ((2 * (v * k) : ℝ) : ℂ)) (v * k) :=
      h0.ofReal_comp.const_mul (-Complex.I)
    have h2 := edc_slope (v := v) (k := k) h1 (by rw [hre]; ring)
      (by rw [him]; exact (neg_neg_of_pos hpos).ne)
    refine h2.congr_deriv ?_
    rw [him, neg_sq]
    simp only [neg_mul, Complex.neg_im, Complex.I_mul_im, Complex.ofReal_re]
  · exact div_ne_zero (neg_ne_zero.mpr (mul_ne_zero two_ne_zero (mul_ne_zero hv.ne' hk)))
      (mul_pos pi_pos (pow_pos hpos 2)).ne'

/-- For `S = -i (g + w²)` with `g > 0`, `v > 0` and `k ≠ 0`, the energy distribution curve
is not symmetric about any energy `c`. -/
theorem edc_no_symmetry_axis {g v k : ℝ} (hg : 0 < g) (hv : 0 < v) (hk : k ≠ 0) (c : ℝ) :
    ¬ ∀ x, spectral v (fermiLiquid g) k (c + x) = spectral v (fermiLiquid g) k (c - x) := by
  intro h
  have he : v * k ≠ 0 := mul_ne_zero hv.ne' hk
  have hF : ∀ w, (π * spectral v (fermiLiquid g) k w)⁻¹ =
      w ^ 2 + g + (w - v * k) ^ 2 / (w ^ 2 + g) := by
    intro w
    have hre : (fermiLiquid g w).re = 0 := by
      simp only [fermiLiquid, neg_mul, Complex.neg_re, Complex.I_mul_re, Complex.ofReal_im,
        neg_zero]
    have him : (fermiLiquid g w).im = -(w ^ 2 + g) := by
      simp only [fermiLiquid, neg_mul, Complex.neg_im, Complex.I_mul_im, Complex.ofReal_re]
      ring
    have hG : 0 < w ^ 2 + g := by positivity
    rw [spectral_eq, hre, him, neg_neg, neg_sq, sub_zero]
    generalize w ^ 2 + g = G at hG
    generalize w - v * k = d
    have hq : d ^ 2 + G ^ 2 ≠ 0 := by positivity
    rw [← mul_div_assoc, mul_div_mul_left _ _ pi_ne_zero, inv_div, add_div, add_comm]
    congr 1
    rw [sq, mul_div_assoc, div_self hG.ne', mul_one]
  generalize v * k = e at he hF
  have key : ∀ x, (c + x) ^ 2 + g + (c + x - e) ^ 2 / ((c + x) ^ 2 + g) =
      (c - x) ^ 2 + g + (c - x - e) ^ 2 / ((c - x) ^ 2 + g) := by
    intro x
    rw [← hF, ← hF, h x]
  have hlow : ∀ w : ℝ, 0 ≤ (w - e) ^ 2 / (w ^ 2 + g) := fun w => by positivity
  have hup : ∀ w : ℝ, (w - e) ^ 2 / (w ^ 2 + g) ≤ 1 + e ^ 2 / g := by
    intro w
    rw [div_le_iff₀ (by positivity)]
    have h1 : (1 + e ^ 2 / g) * (w ^ 2 + g) - (w - e) ^ 2 = (g + e * w) ^ 2 / g := by
      field_simp
      ring
    have h2 : 0 ≤ (g + e * w) ^ 2 / g := by positivity
    linarith
  -- the quadratic growth at large energy leaves only the centre `c = 0`
  have hc : c = 0 := by
    by_contra hc
    obtain ⟨x, hx⟩ : ∃ x, 4 * c * x = 2 + e ^ 2 / g :=
      ⟨(2 + e ^ 2 / g) / (4 * c), mul_div_cancel₀ _ (mul_ne_zero four_ne_zero hc)⟩
    have h1 := key x
    have h2 := hlow (c + x)
    have h3 := hup (c - x)
    have h4 : (c + x) ^ 2 - (c - x) ^ 2 = 4 * c * x := by ring
    linarith
  subst hc
  -- energies `1` and `-1` then distinguish the two sides
  have h2 : (0 + 1 - e) ^ 2 / ((0 + 1) ^ 2 + g) = (1 - e) ^ 2 / (1 + g) := by
    norm_num
  have h3 : (0 - 1 - e) ^ 2 / ((0 - 1) ^ 2 + g) = (1 + e) ^ 2 / (1 + g) := by
    congr 1 <;> ring
  have h1 := key 1
  rw [h2, h3] at h1
  have h4 : (1 - e) ^ 2 / (1 + g) = (1 + e) ^ 2 / (1 + g) := by linarith
  have hne : 1 + g ≠ 0 := by positivity
  have h5 := (div_left_inj' hne).mp h4
  exact he (by linarith)

end

end PhotoemissionLineShapes
```

```lean
#print axioms PhotoemissionLineShapes.mdc_lorentzian
-- 'PhotoemissionLineShapes.mdc_lorentzian' depends on axioms: [propext, Classical.choice, Quot.sound]
#print axioms PhotoemissionLineShapes.mdc_half_maximum
-- 'PhotoemissionLineShapes.mdc_half_maximum' depends on axioms: [propext, Classical.choice, Quot.sound]
#print axioms PhotoemissionLineShapes.edc_slope_fermiLiquid
-- 'PhotoemissionLineShapes.edc_slope_fermiLiquid' depends on axioms: [propext, Classical.choice, Quot.sound]
#print axioms PhotoemissionLineShapes.edc_no_symmetry_axis
-- 'PhotoemissionLineShapes.edc_no_symmetry_axis' depends on axioms: [propext, Classical.choice, Quot.sound]
```

## The two cuts through the spectral function

The function `spectral v S k w` is

$$A(k,w)=-\frac1\pi\,\mathrm{Im}\,\frac{1}{w-vk-S(w)} .$$

Here $w$ is the energy, $k$ the momentum and $v$ the band velocity, with $\hbar=1$. Energy is measured from the Fermi level and momentum from the point where the bare band crosses it. The self-energy `S : ℝ → ℂ` is an arbitrary complex function of energy.

At fixed $w$, assume $v>0$ and $\mathrm{Im}\,S(w)<0$. The second condition is the retarded sign and gives the state a finite lifetime. Write $\Gamma=|\mathrm{Im}\,S(w)|$ and $k_0=(w-\mathrm{Re}\,S(w))/v$, which is `mdcPeak v S w`. Three theorems describe the momentum curve:

- `mdc_maximum`: the height at $k_0$ is $1/(\pi\Gamma)$, and the curve is strictly lower at every other momentum.
- `mdc_half_maximum`: the momenta with at least half that height form the interval $[k_0-\Gamma/v,\;k_0+\Gamma/v]$, of full width $2\Gamma/v$.
- `mdc_integral`: the integral over all real $k$ is $1/v$.

At fixed $k$, `edc_slope` gives the slope of the energy curve wherever $w=vk+\mathrm{Re}\,S(w)$, provided that $S$ is differentiable there and $\mathrm{Im}\,S(w)\neq0$. The last two theorems take `fermiLiquid g`, which is $S(w)=-i(g+w^2)$ with $g>0$. The constant $g$ stands for energy-independent scattering, for instance from impurities, and $w^2$ for electron–electron scattering, in energy units that make its coefficient one. For $k\neq0$ the slope at $w=vk$ is nonzero, and no energy $c$ is a symmetry centre.

## What the model leaves out

In a measurement that this linear-band, momentum-independent model describes, the half-width of a momentum curve times the bare velocity $v$ gives $|\mathrm{Im}\,S|$. The slope of the measured peak positions equals $v$ only where $\mathrm{Re}\,S$ has zero derivative in energy. The model has no matrix elements, Fermi occupation factor, background or instrumental resolution, and the band is linear for all $k$.

In `fermiLiquid` the real part is set to zero instead of being obtained from the imaginary part by causality, and the quadratic law is used at every energy. The slope at $w=vk$ is a local statement, but the exclusion of every symmetry centre may use energies far from the Fermi level, where that law is not realistic.

## The Lorentzian in momentum

The denominator has real part $w-vk-\mathrm{Re}\,S$ and imaginary part $-\mathrm{Im}\,S$. Since $\mathrm{Im}(1/z)=-\mathrm{Im}\,z/|z|^2$,

$$A=\frac{-\mathrm{Im}\,S}{\pi\left[(w-vk-\mathrm{Re}\,S)^2+(\mathrm{Im}\,S)^2\right]}
=\frac{\Gamma}{\pi\left[v^2(k-k_0)^2+\Gamma^2\right]} .$$

The first form is `spectral_eq`. The second is `mdc_lorentzian`, which uses $w-\mathrm{Re}\,S=vk_0$.

Only the denominator depends on $k$, and it is smallest at $k_0$ alone, which gives the maximum. The half-maximum condition becomes

$$\frac{1}{2\pi\Gamma}\le A\iff v^2(k-k_0)^2+\Gamma^2\le2\Gamma^2\iff|k-k_0|\le\frac{\Gamma}{v} .$$

The Lean proof clears the denominators in `h1` and then turns the inequality between squares into one between absolute values with `sq_le_sq`.

For the integral, put $y=v(k-k_0)/\Gamma$:

$$\int A\,dk=\frac{1}{\pi\Gamma}\,\frac{\Gamma}{v}\int\frac{dy}{1+y^2}=\frac1v .$$

The steps `e1` and `e2` are the shift and the rescaling, and Mathlib supplies the remaining integral, $\pi$.

## The slope in energy

Let $d=w-vk-\mathrm{Re}\,S$, $s=\mathrm{Im}\,S$ and $Q=\pi(d^2+s^2)$, so that $A=-s/Q$. With primes for derivatives in $w$,

$$A'=\frac{-s'Q+sQ'}{Q^2},\qquad Q'=2\pi(dd'+ss') .$$

At a point where $d=0$, this becomes

$$A'=\frac{-\pi s's^2+2\pi s^2s'}{\pi^2s^4}=\frac{s'}{\pi s^2} .$$

For $S=-i(g+w^2)$ we have $s=-(g+w^2)$ and $s'=-2w$, so the slope at $w=vk$ is $-2vk/\left(\pi(g+(vk)^2)^2\right)$. A differentiable curve symmetric about $vk$ would have slope zero there.

The proof of `edc_slope` turns on `HasDerivAt` and its lemma `congr_deriv`. The condition $d=0$ is assumed at one energy only, so it may not be inserted into the function before differentiating. Lean therefore assembles the full quotient-rule derivative first. Then `congr_deriv` exchanges that expression for the short one, given a proof that the two numbers are equal. In that proof `rw [hw]` sets $d$ to zero, as it also does in `hne`, which shows that the denominator is nonzero at this energy.

## No symmetry centre at any energy

Put $e=vk\neq0$. Taking the reciprocal separates growth from a bounded remainder (`hF`):

$$\frac{1}{\pi A}=w^2+g+R(w),\qquad R(w)=\frac{(w-e)^2}{w^2+g} .$$

The remainder satisfies $0\le R\le1+e^2/g$, because

$$(1+e^2/g)(w^2+g)-(w-e)^2=(g+ew)^2/g\ge0 .$$

Symmetry about $c$ would require, for every $x$,

$$4cx=R(c-x)-R(c+x)\le1+e^2/g .$$

If $c\neq0$, choosing $x$ with $4cx=2+e^2/g$ contradicts this. If $c=0$, then $x=1$ gives $(1-e)^2=(1+e)^2$, hence $e=0$, which is excluded.

## An occupied state with numbers

Take $v=1$, $g=0.01$ and $k=-0.1$, so the bare band energy is $-0.1$. At $w=-0.1$ we have $\Gamma=0.02$, a fifth of the distance to the Fermi level. The momentum curve peaks at $k_0=-0.1$ with height $50/\pi\approx15.9$, its half-maximum interval is $[-0.12,-0.08]$, and its area is $1$.

The energy curve at $k=-0.1$ has slope $+500/\pi\approx159$ at $w=-0.1$, so it is still rising towards the Fermi level there. At a distance $0.01$ to either side, $A(-0.1,-0.09)\approx13.5$ but $A(-0.1,-0.11)\approx12.0$.
